# For a C¹ divergence-free field B on ℝ³, the Poincaré-gauge potential has curl B and is perpendicular to r

## Fields, potentials and the gauge origin

A static magnetic field $B$ assigns a vector $B(r)$ to every position $r\in\mathbb R^3$. A vector potential for it is a field $A$ with $\operatorname{curl}A=B$. The Hamiltonian of a charged particle contains $A$, so a given $B$ has to be turned into an $A$. The Poincaré-gauge candidate is

$$A(r)=\int_0^1 s\,B(sr)\times r\,ds .$$

It uses only the values of $B$ on the segment from the origin to $r$; the coordinate origin is the gauge origin.

Components are numbered $0,1,2$, and $\partial_i$ is the derivative along axis $i$. The Jacobian $DB(r)$ acts on a vector $v$ by $DB(r)v=(v\cdot\nabla)B(r)$. C¹ means that $B$ is differentiable with continuous Jacobian. The auxiliary field

$$G(r)=\int_0^1 s\,B(sr)\,ds$$

is called `rayMean` in Lean. Its weight $s$ integrates to $\tfrac12$, so it is not a normalised mean: a uniform field gives $G=B/2$.

## What the theorems say

The theorem `poincare_gauge` takes a C¹ field $B$ on all of $\mathbb R^3$ with $\operatorname{div}B=0$ everywhere. It concludes that $A$ is differentiable, that $\operatorname{curl}A=B$ at every point, and that $r\cdot A(r)=0$. The divergence condition is assumed; physically it is the absence of magnetic charge. For C¹ fields, `curl_potential_eq_iff` adds that $\operatorname{curl}A=B$ everywhere exactly when $\operatorname{div}B=0$ everywhere.

The Lean objects correspond to the physics as follows.

- `Space` is `Fin 3 → ℝ`, the Cartesian components of a position or of a field vector, without units.
- `pderiv i j F r` is $\partial_iF_j(r)$; the first index is the direction of differentiation. `divergence` and `curl` are built from it in the usual right-handed way.
- `potential B r` is the integral above, `⨯₃` is the cross product and `⬝ᵥ` the dot product.
- `ContDiff ℝ 1 B` is the C¹ hypothesis.

Lean assigns the derivative zero at points where a function is not differentiable, so the differentiability of $A$ is what makes the curl statement a statement about true derivatives.

To apply the theorem, the physicist has to represent the real field by one that is C¹ and divergence-free on all of space. The field of a point nuclear dipole diverges at the nucleus, and the field of an ideal current sheet jumps across it.

## The curl of A, step by step

**Factor out $r$.** The vector $r$ does not depend on $s$, so $A(r)=G(r)\times r$. Hence $r\cdot A(r)=0$.

**Differentiate $G$.** The Jacobian of $r\mapsto s\,B(sr)$ is $s^2DB(sr)$. For $x$ within distance 1 of $r$, all points $sx$ lie in the closed ball of radius $|r|+1$, where the continuous function $DB$ is bounded. Differentiation under the integral is therefore allowed:

$$DG(r)=\int_0^1 s^2\,DB(sr)\,ds .$$

**Take the curl of the product.** With sums over $j$,

$$[\operatorname{curl}(G\times r)]_i=\sum_j\partial_j(G_ir_j-G_jr_i)=3G_i+(r\cdot\nabla)G_i-(\operatorname{div}G)\,r_i-G_i ,$$

so $\operatorname{curl}A=2G+(r\cdot\nabla)G-(\operatorname{div}G)\,r$.

**Recognise a total derivative.**

$$2G+(r\cdot\nabla)G=\int_0^1\big[2s\,B(sr)+s^2DB(sr)r\big]ds=\int_0^1\frac{d}{ds}\big[s^2B(sr)\big]ds=B(r).$$

**Take the trace of $DG$.** This gives $\operatorname{div}G(r)=\int_0^1s^2\operatorname{div}B(sr)\,ds$, and therefore, for any C¹ field,

$$\operatorname{curl}A(r)=B(r)-\Big(\int_0^1s^2\operatorname{div}B(sr)\,ds\Big)\,r .$$

If $\operatorname{div}B=0$, the last term vanishes.

**Converse.** Suppose $\operatorname{curl}A=B$ everywhere, and let $x\neq0$ and $t>0$. The formula at $r=tx$ forces its integral to vanish. Substituting $u=ts$,

$$\int_0^t u^2\operatorname{div}B(ux)\,du=t^3\int_0^1s^2\operatorname{div}B(stx)\,ds=0 .$$

The derivative with respect to $t$ at $t=1$ is $\operatorname{div}B(x)$, which is therefore zero. Continuity extends this to $x=0$.

**Linear fields.** If $B$ is linear in position, then $B(sr)=sB(r)$ and $A(r)=\int_0^1s^2ds\;B(r)\times r=\tfrac13B(r)\times r$.

## A gradient field in a one-particle Hamiltonian

Write $r=(x,y,z)$ and take a uniform field of strength $b$ along $z$ plus a linear gradient of strength $g$:

$$B=(0,0,b)+g\,(-\tfrac x2,-\tfrac y2,z).$$

A uniform field has the potential $\tfrac12B\times r$ and a linear one $\tfrac13B\times r$. Applying each formula to its own part of the field and adding the results gives

$$A=\tfrac12(b+gz)\,(-y,x,0).$$

For one spinless particle of charge $q$ and mass $m$ in this prescribed classical field, with canonical momentum $p$ and $L_z=xp_y-yp_x$, ordinary operator algebra turns $(p-qA)^2/2m$ (SI units) into

$$\frac{p^2}{2m}-\frac{q}{2m}(b+gz)L_z+\frac{q^2}{8m}(b+gz)^2(x^2+y^2).$$

The gradient appears as a position-dependent orbital Zeeman term and a matching diamagnetic term.

If only the component $gz$ along the $z$ axis is kept, the gradient field has divergence $g$. The potential $\tfrac13B\times r$ then has curl $\tfrac g3(-x,-y,2z)$: the gradient along $z$ falls to two thirds of its intended value, and transverse components appear.

## The Lean development

```lean
import Mathlib

open Matrix MeasureTheory Topology

noncomputable section

namespace PoincareGauge

/-- Position space, and the space of field vectors, in Cartesian components. -/
abbrev Space := Fin 3 → ℝ

/-- The partial derivative `∂ᵢ Fⱼ` at the point `r` of a vector field differentiable there (zero if
`F` is not differentiable at `r`). -/
def pderiv (i j : Fin 3) (F : Space → Space) (r : Space) : ℝ :=
  fderiv ℝ F r (Pi.single i 1) j

/-- The divergence of a vector field at a point where it is differentiable. -/
def divergence (F : Space → Space) (r : Space) : ℝ := ∑ i, pderiv i i F r

/-- The curl of a vector field at a point where it is differentiable. -/
def curl (F : Space → Space) (r : Space) : Space :=
  ![pderiv 1 2 F r - pderiv 2 1 F r,
    pderiv 2 0 F r - pderiv 0 2 F r,
    pderiv 0 1 F r - pderiv 1 0 F r]

/-- The Poincaré-gauge vector potential `A(r) = ∫₀¹ s B(sr) × r ds`. -/
def potential (B : Space → Space) (r : Space) : Space :=
  ∫ s in (0 : ℝ)..1, s • (B (s • r) ⨯₃ r)

/-- The weighted integral `G(r) = ∫₀¹ s B(sr) ds` of the field along the segment from the origin to
`r`. -/
def rayMean (B : Space → Space) (r : Space) : Space :=
  ∫ s in (0 : ℝ)..1, s • B (s • r)

variable {B : Space → Space}

/-- For a continuous field `B`, the potential is `A(r) = G(r) × r` with `G = rayMean B`. -/
theorem potential_eq_cross (hB : Continuous B) (r : Space) :
    potential B r = rayMean B r ⨯₃ r := by
  have hc : Continuous fun s : ℝ => s • B (s • r) := by fun_prop
  have h := (LinearMap.toContinuousLinearMap
    (crossProduct.flip r : Space →ₗ[ℝ] Space)).intervalIntegral_comp_comm
      (hc.intervalIntegrable (μ := volume) 0 1)
  simpa [potential, rayMean] using h

/-- Along a ray, the scaled Jacobian `s² DB(sr)` of a C¹ field is continuous in `s`. -/
theorem continuous_jacobian (hB : ContDiff ℝ 1 B) (r : Space) :
    Continuous fun s : ℝ => s ^ 2 • fderiv ℝ B (s • r) :=
  (continuous_pow 2).smul
    ((hB.continuous_fderiv (by simp)).comp (continuous_id.smul continuous_const))

/-- For a C¹ field `B`, `rayMean B` is differentiable, with Jacobian `∫₀¹ s² DB(sr) ds`. -/
theorem hasFDerivAt_rayMean (hB : ContDiff ℝ 1 B) (r : Space) :
    HasFDerivAt (rayMean B) (∫ s in (0 : ℝ)..1, s ^ 2 • fderiv ℝ B (s • r)) r := by
  have hBc : Continuous B := hB.continuous
  have hD : Continuous (fderiv ℝ B) := hB.continuous_fderiv (by simp)
  have hc (x : Space) : Continuous fun s : ℝ => s • B (s • x) := by fun_prop
  -- the Jacobian is bounded on a ball that contains all the segments involved
  obtain ⟨C, hC⟩ := (isCompact_closedBall (0 : Space) (‖r‖ + 1)).exists_bound_of_continuousOn
    hD.continuousOn
  change HasFDerivAt (fun x => ∫ s in (0 : ℝ)..1, s • B (s • x)) _ r
  refine intervalIntegral.hasFDerivAt_integral_of_dominated_of_fderiv_le
    (F := fun x s => s • B (s • x)) (F' := fun x s => s ^ 2 • fderiv ℝ B (s • x))
    (bound := fun _ => C) (Metric.ball_mem_nhds r one_pos)
    (.of_forall fun x => (hc x).aestronglyMeasurable) ((hc r).intervalIntegrable _ _)
    (continuous_jacobian hB r).aestronglyMeasurable (.of_forall fun s hs x hx => ?_)
    (continuous_const.intervalIntegrable _ _) (.of_forall fun s _ x _ => ?_)
  · rw [Set.uIoc_of_le zero_le_one] at hs
    rw [mem_ball_iff_norm] at hx
    have hx' := norm_add_le (x - r) r
    rw [sub_add_cancel] at hx'
    have hsx : s • x ∈ Metric.closedBall (0 : Space) (‖r‖ + 1) := by
      rw [mem_closedBall_zero_iff, norm_smul, Real.norm_of_nonneg hs.1.le]
      nlinarith [mul_nonneg (sub_nonneg.2 hs.2) (norm_nonneg x)]
    change ‖s ^ 2 • fderiv ℝ B (s • x)‖ ≤ C
    rw [norm_smul, Real.norm_of_nonneg (sq_nonneg s)]
    exact (mul_le_of_le_one_left (norm_nonneg _) (pow_le_one₀ hs.1.le hs.2)).trans (hC _ hsx)
  · have h1 : HasFDerivAt (fun y : Space => s • y) (s • ContinuousLinearMap.id ℝ Space) x :=
      (hasFDerivAt_id x).const_smul s
    have h2 := ((hB.differentiable (by simp) (s • x)).hasFDerivAt.comp x h1).const_smul s
    refine HasFDerivAt.congr_fderiv h2 (ContinuousLinearMap.ext fun v => ?_)
    simp [smul_smul, pow_two]

/-- For a C¹ field `B`, `G = rayMean B` satisfies `2G + (r·∇)G = B`. -/
theorem rayMean_euler (hB : ContDiff ℝ 1 B) (r : Space) :
    (2 : ℝ) • rayMean B r + fderiv ℝ (rayMean B) r r = B r := by
  have hBc : Continuous B := hB.continuous
  have hK := continuous_jacobian hB r
  have hc : Continuous fun s : ℝ => (2 : ℝ) • (s • B (s • r)) := by fun_prop
  have hKr : Continuous fun s : ℝ => (s ^ 2 • fderiv ℝ B (s • r)) r :=
    hK.clm_apply continuous_const
  -- the integrand is the total derivative of `s² B(sr)`
  have hd (s : ℝ) : HasDerivAt (fun s : ℝ => s ^ 2 • B (s • r))
      ((2 : ℝ) • (s • B (s • r)) + (s ^ 2 • fderiv ℝ B (s • r)) r) s := by
    have h1 : HasDerivAt (fun s : ℝ => s • r) r s := by
      simpa using (hasDerivAt_id s).smul_const r
    have h2 := (hB.differentiable (by simp) (s • r)).hasFDerivAt.comp_hasDerivAt s h1
    refine HasDerivAt.congr_deriv ((hasDerivAt_pow 2 s).smul h2) ?_
    simp only [_root_.smul_apply]
    norm_num
    module
  rw [(hasFDerivAt_rayMean hB r).fderiv,
    ContinuousLinearMap.intervalIntegral_apply (hK.intervalIntegrable _ _)]
  unfold rayMean
  rw [← intervalIntegral.integral_smul, ← intervalIntegral.integral_add
    (hc.intervalIntegrable _ _) (hKr.intervalIntegrable _ _),
    intervalIntegral.integral_eq_sub_of_hasDerivAt (fun s _ => hd s)
      ((hc.add hKr).intervalIntegrable _ _)]
  simp

/-- Product rule for `G(r) × r`, where the field `G` is differentiable at `r`. -/
theorem hasFDerivAt_cross {G : Space → Space} {r : Space} (hG : DifferentiableAt ℝ G r) :
    DifferentiableAt ℝ (fun x => G x ⨯₃ x) r ∧
      ∀ v, fderiv ℝ (fun x => G x ⨯₃ x) r v = G r ⨯₃ v + fderiv ℝ G r v ⨯₃ r := by
  let X : Space →L[ℝ] Space →L[ℝ] Space := LinearMap.toContinuousLinearMap
    ((LinearMap.toContinuousLinearMap :
      (Space →ₗ[ℝ] Space) ≃ₗ[ℝ] (Space →L[ℝ] Space)).toLinearMap ∘ₗ crossProduct)
  have h := X.hasFDerivAt_of_bilinear hG.hasFDerivAt (hasFDerivAt_id r)
  have h' : HasFDerivAt (fun x => G x ⨯₃ x) _ r := h
  refine ⟨h'.differentiableAt, fun v => ?_⟩
  rw [h'.fderiv]
  rfl

/-- The identity `curl (G × r) = 2G + (r·∇)G - (div G) r` where `G` is differentiable. -/
theorem curl_cross {G : Space → Space} {r : Space} (hG : DifferentiableAt ℝ G r) :
    curl (fun x => G x ⨯₃ x) r
      = (2 : ℝ) • G r + fderiv ℝ G r r - divergence G r • r := by
  have hr : r = r 0 • (Pi.single 0 1 : Space) + r 1 • (Pi.single 1 1 : Space)
      + r 2 • (Pi.single 2 1 : Space) := by
    ext i; fin_cases i <;> simp
  have hD (D : Space →L[ℝ] Space) : D r = r 0 • D (Pi.single 0 1)
      + r 1 • D (Pi.single 1 1) + r 2 • D (Pi.single 2 1) := by
    conv_lhs => rw [hr]
    simp only [map_add, map_smul]
  simp only [curl, divergence, pderiv, (hasFDerivAt_cross hG).2, hD (fderiv ℝ G r),
    Fin.sum_univ_three]
  ext i
  fin_cases i <;> simp [cross_apply] <;> ring

/-- For any C¹ field, `curl A(r) = B(r) - (∫₀¹ s² div B(sr) ds) r`. -/
theorem curl_potential (hB : ContDiff ℝ 1 B) (r : Space) :
    curl (potential B) r
      = B r - (∫ s in (0 : ℝ)..1, s ^ 2 * divergence B (s • r)) • r := by
  -- the divergence is the trace of the Jacobian, which passes through the integral
  let tr : (Space →L[ℝ] Space) →L[ℝ] ℝ := ∑ i : Fin 3,
    (ContinuousLinearMap.proj (R := ℝ) (φ := fun _ : Fin 3 => ℝ) i).comp
      (ContinuousLinearMap.apply ℝ Space (Pi.single i 1 : Space))
  have htr (T : Space →L[ℝ] Space) : tr T = ∑ i, T (Pi.single i 1) i := by
    simp [tr, _root_.sum_apply]
  have hdiv : divergence (rayMean B) r
      = ∫ s in (0 : ℝ)..1, s ^ 2 * divergence B (s • r) := by
    have h := tr.intervalIntegral_comp_comm
      ((continuous_jacobian hB r).intervalIntegrable (μ := volume) 0 1)
    simp only [map_smul, smul_eq_mul] at h
    simp only [htr] at h
    simp only [divergence, pderiv, (hasFDerivAt_rayMean hB r).fderiv]
    exact h.symm
  rw [funext (potential_eq_cross hB.continuous),
    curl_cross (hasFDerivAt_rayMean hB r).differentiableAt, rayMean_euler hB, hdiv]

/-- For a C¹ divergence-free magnetic field, the Poincaré-gauge potential is differentiable,
has curl `B` everywhere, and satisfies `r·A(r) = 0`. -/
theorem poincare_gauge (hB : ContDiff ℝ 1 B) (hdiv : ∀ r, divergence B r = 0) :
    Differentiable ℝ (potential B) ∧ (∀ r, curl (potential B) r = B r) ∧
      ∀ r, r ⬝ᵥ potential B r = 0 := by
  refine ⟨fun r => ?_, fun r => ?_, fun r => ?_⟩
  · rw [funext (potential_eq_cross hB.continuous)]
    exact (hasFDerivAt_cross (hasFDerivAt_rayMean hB r).differentiableAt).1
  · simp [curl_potential hB, hdiv]
  · rw [potential_eq_cross hB.continuous]
    simp only [dotProduct, Fin.sum_univ_three, cross_apply]
    simp
    ring

/-- For a C¹ field, the Poincaré-gauge potential reproduces `B` everywhere
if and only if `B` is divergence-free. -/
theorem curl_potential_eq_iff (hB : ContDiff ℝ 1 B) :
    (∀ r, curl (potential B) r = B r) ↔ ∀ r, divergence B r = 0 := by
  refine ⟨fun h => ?_, fun h => (poincare_gauge hB h).2.1⟩
  have hdc : Continuous (divergence B) := continuous_finsetSum _ fun i _ =>
    (continuous_apply i).comp ((hB.continuous_fderiv (by simp)).clm_apply continuous_const)
  have key (x : Space) (hx : x ≠ 0) : divergence B x = 0 := by
    let f : ℝ → ℝ := fun u => u ^ 2 * divergence B (u • x)
    have hf : Continuous f :=
      (continuous_pow 2).mul (hdc.comp (continuous_id.smul continuous_const))
    -- the radial integral vanishes up to every radius
    have hg (t : ℝ) (ht : 0 < t) : ∫ u in (0 : ℝ)..t, f u = 0 := by
      have e := intervalIntegral.smul_integral_comp_mul_left (a := 0) (b := 1) f t
      rw [mul_zero, mul_one] at e
      have e2 : ∫ s in (0 : ℝ)..1, f (t * s)
          = t ^ 2 * ∫ s in (0 : ℝ)..1, s ^ 2 * divergence B (s • (t • x)) := by
        rw [← intervalIntegral.integral_const_mul]
        refine intervalIntegral.integral_congr fun s _ => ?_
        simp only [f, smul_smul, mul_comm t s]
        ring
      have e3 := curl_potential hB (t • x)
      rw [h (t • x)] at e3
      have e4 := (smul_eq_zero.1 (sub_eq_self.1 e3.symm)).resolve_right
        (smul_ne_zero ht.ne' hx)
      rw [← e, e2, e4, mul_zero, smul_zero]
    have h1 := (hf.integral_hasStrictDerivAt 0 1).hasDerivAt
    have h0 : HasDerivAt (fun t => ∫ u in (0 : ℝ)..t, f u) 0 1 :=
      (hasDerivAt_const (1 : ℝ) (0 : ℝ)).congr_of_eventuallyEq (by
        filter_upwards [Ioi_mem_nhds (zero_lt_one' ℝ)] with t ht using hg t ht)
    simpa [f] using h1.unique h0
  intro r
  by_cases hr : r = 0
  · -- the origin is reached by continuity along a line
    have hv : (fun _ => 1 : Space) ≠ 0 := fun h => one_ne_zero (congrFun h 0)
    have hl : Continuous fun t : ℝ => divergence B (t • (fun _ => 1 : Space)) :=
      hdc.comp (continuous_id.smul continuous_const)
    have h0 := congrFun (Continuous.ext_on (dense_compl_singleton (0 : ℝ)) hl
      (continuous_const (y := (0 : ℝ))) fun t ht => key _ (smul_ne_zero ht hv)) 0
    simpa [hr] using h0
  · exact key r hr

/-- For a field linear in position, the potential is `A(r) = B(r) × r / 3`. -/
theorem potential_linear (L : Space →ₗ[ℝ] Space) (r : Space) :
    potential L r = (1 / 3 : ℝ) • (L r ⨯₃ r) := by
  have h (s : ℝ) : s • (L (s • r) ⨯₃ r) = s ^ 2 • (L r ⨯₃ r) := by
    simp only [map_smul, LinearMap.smul_apply, smul_smul, pow_two]
  simp only [potential, h]
  rw [intervalIntegral.integral_smul_const, integral_pow]
  norm_num

end PoincareGauge
```

```lean
#print axioms PoincareGauge.poincare_gauge
#print axioms PoincareGauge.curl_potential_eq_iff
#print axioms PoincareGauge.potential_linear
```

```
'PoincareGauge.poincare_gauge' depends on axioms: [propext, Classical.choice, Quot.sound]
'PoincareGauge.curl_potential_eq_iff' depends on axioms: [propext, Classical.choice, Quot.sound]
'PoincareGauge.potential_linear' depends on axioms: [propext, Classical.choice, Quot.sound]
```

## From the ray integral to the curl formula

`potential_eq_cross` factors out $r$. Crossing with a fixed $r$ is a continuous linear map, and such maps commute with the integral.

`hasFDerivAt_rayMean` differentiates under the integral sign, using `continuous_jacobian` for the continuity of $s^2DB(sr)$ in $s$. Compactness of the closed ball supplies the constant `C`. Of the two remaining goals, the first shows that $s^2DB(sx)$ is bounded by `C`, and the second is the chain rule that produces the factor $s^2$.

`rayMean_euler` is the total-derivative step. Its local statement `hd` computes the derivative of $s^2B(sr)$, and the fundamental theorem of calculus evaluates the integral at the endpoints.

`hasFDerivAt_cross` treats the cross product as a continuous bilinear map and obtains the derivative of $G\times r$ in direction $v$ as $G\times v+(DG\,v)\times r$. `curl_cross` expands $r$ in the three basis vectors, applies $DG$ to each term and checks the curl identity component by component, with `ring` doing the algebra that the index calculation does above.

`curl_potential` assembles the general formula. The map `tr` is the trace of a Jacobian; being continuous and linear, it passes through the integral and gives $\operatorname{div}G$. `poincare_gauge` then sets the divergence to zero, takes differentiability from the product rule, and verifies $r\cdot(G\times r)=0$ in components.

## Recovering div B = 0 from the potential

In `curl_potential_eq_iff`, the statement `key` treats points $x\neq0$. Inside it, `hg` shows by the substitution $u=ts$ that the radial integral vanishes for every $t>0$. That integral has derivative $\operatorname{div}B(x)$ at $t=1$ by the fundamental theorem, and derivative zero because it is constant near $t=1$; uniqueness of the derivative equates the two. The origin is reached along the line through $(1,1,1)$, where a continuous function that vanishes for all $t\neq0$ also vanishes at $t=0$.

`potential_linear` pulls $s^2$ out of the integrand and integrates it. It holds for every linear field, including those with nonzero divergence, for which the curl of the resulting $A$ differs from $B$.
